# Closed form for the spherically averaged Becke–Roussel exchange hole

Q: Show me the mechanism in the smallest case before any formalism.

A: Take the exponential $e^{-r}/(8\pi)$, where $r$ is the distance from its centre, and average it over a sphere of radius 1 whose own centre lies at distance 1. Let $m$ be the cosine of the angle between the direction to a point on the sphere and the direction to the exponential's centre, both seen from the sphere's centre. Then $r^2=2-2m$, so $r\,dr=-dm$, and

$$\frac12\int_{-1}^{1}\frac{e^{-r}}{8\pi}\,dm=\frac1{16\pi}\int_0^2 r\,e^{-r}\,dr=\frac{1-3e^{-2}}{16\pi}.$$

The change of variable removes the square root from the exponent and supplies a factor $r$; what remains is integrated by parts.

```lean
import Mathlib

open Filter Set
open scoped Real Topology

namespace BeckeRousselAverage

noncomputable section
```

Q: What does the exponential have to do with exchange?

A: The Becke–Roussel model represents the exchange hole around a reference electron by

$$h(r)=\frac{a^3}{8\pi}e^{-ar},$$

centred at distance $b$ from that electron. For $a>0$ it integrates to one electron. With $a=2Z$ it is the 1s density of a hydrogen-like atom of nuclear charge $Z$, in atomic units. The file takes the hole as positive; with the other common convention, the hole and its spherical average change sign.

```lean
/-- The exponential model hole `a³ exp(-a r) / (8π)` at distance `r` from its own centre. -/
def brHole (a r : ℝ) : ℝ := a ^ 3 / (8 * π) * Real.exp (-a * r)
```

Q: And the average? I see a one-dimensional integral, not a surface integral.

A: That reduction is part of the definition. The reference electron sits at the sphere's centre, and $s$ is the interelectronic distance. Nothing depends on the azimuth, and the uniform measure on the sphere is uniform in $m$, so the average is half the integral over $m$, with

$$r(m)=\sqrt{b^2+s^2-2bsm}.$$

In Lean, `f` is the radial function, and `b`, `s` and `m` are real numbers with these meanings.

```lean
/-- The average of a radial function `f` over a sphere of radius `s` whose centre lies at
distance `b` from the centre of `f`; `m` is the cosine of the polar angle. -/
def sphericalAverage (f : ℝ → ℝ) (b s : ℝ) : ℝ :=
  1 / 2 * ∫ m in (-1 : ℝ)..1, f (√(b ^ 2 + s ^ 2 - 2 * b * s * m))
```

Q: Does your change of variable survive for general $a$, $b$ and $s$?

A: Yes. Differentiating $r^2$ gives $r\,dr/dm=-bs$, and

$$\frac{d}{dr}\big[(ar+1)e^{-ar}\big]=-a^2r\,e^{-ar}.$$

Multiplying by $dr/dm$ gives

$$\frac{d}{dm}\big[(ar+1)e^{-ar}\big]=a^2bs\,e^{-ar}.$$

The next theorem states this wherever $r^2>0$. In its proof `hq` is the relation $r\,dr/dm=-bs$, and `linear_combination` inserts it into the product rule.

```lean
/-- With `r` the distance given by the law of cosines, `(a r + 1) exp(-a r)` has derivative
`a² b s exp(-a r)` with respect to the polar cosine, wherever `r² > 0`. -/
theorem hasDerivAt_primitive (a : ℝ) {b s m : ℝ} (h : 0 < b ^ 2 + s ^ 2 - 2 * b * s * m) :
    HasDerivAt (fun m : ℝ => (a * √(b ^ 2 + s ^ 2 - 2 * b * s * m) + 1) *
        Real.exp (-a * √(b ^ 2 + s ^ 2 - 2 * b * s * m)))
      (a ^ 2 * b * s * Real.exp (-a * √(b ^ 2 + s ^ 2 - 2 * b * s * m))) m := by
  have hD : HasDerivAt (fun m : ℝ => b ^ 2 + s ^ 2 - 2 * b * s * m) (-(2 * b * s)) m :=
    (((hasDerivAt_id' m).const_mul (2 * b * s)).const_sub (b ^ 2 + s ^ 2)).congr_deriv (by ring)
  have hr := hD.sqrt h.ne'
  have hr0 : √(b ^ 2 + s ^ 2 - 2 * b * s * m) ≠ 0 := (Real.sqrt_pos.2 h).ne'
  -- the chain rule factor: r dr = -b s dm
  have hq : -(2 * b * s) / (2 * √(b ^ 2 + s ^ 2 - 2 * b * s * m)) *
      √(b ^ 2 + s ^ 2 - 2 * b * s * m) = -(b * s) := by
    rw [div_mul_eq_mul_div, div_eq_iff (mul_ne_zero two_ne_zero hr0)]
    ring
  refine (((hr.const_mul a).add_const 1).fun_mul (hr.const_mul (-a)).exp).congr_deriv ?_
  linear_combination (-a ^ 2 * Real.exp (-a * √(b ^ 2 + s ^ 2 - 2 * b * s * m))) * hq
```

Q: When $b=s$ the sphere passes through the cusp, where $r=0$ and the square root has no derivative. Have you excluded that case?

A: No. We have $r^2=(b-s)^2+2bs(1-m)$, which is positive for every $m<1$. The trouble is confined to the endpoint $m=1$, where continuity is enough for the fundamental theorem of calculus. The endpoint distances are $r(1)=|b-s|$ and $r(-1)=b+s$, hence

$$a^2bs\int_{-1}^1e^{-ar}\,dm=(a|b-s|+1)e^{-a|b-s|}-(a(b+s)+1)e^{-a(b+s)}.$$

Multiplying by $a/(16\pi bs)$ turns the left side into $\frac12\int_{-1}^1h(r)\,dm$, which is the average. There is no division by $a$, so the theorem holds for every real $a$, although only $a>0$ describes a hole.

```lean
/-- The spherically averaged Becke-Roussel exchange hole in closed form, for displacement
`b > 0` and interelectronic distance `s > 0`. -/
theorem sphericalAverage_brHole (a : ℝ) {b s : ℝ} (hb : 0 < b) (hs : 0 < s) :
    sphericalAverage (brHole a) b s = a / (16 * π * b * s) *
      ((a * |b - s| + 1) * Real.exp (-a * |b - s|)
        - (a * (b + s) + 1) * Real.exp (-a * (b + s))) := by
  have hF : Continuous (fun m : ℝ => (a * √(b ^ 2 + s ^ 2 - 2 * b * s * m) + 1) *
      Real.exp (-a * √(b ^ 2 + s ^ 2 - 2 * b * s * m))) := by fun_prop
  have hf : Continuous (fun m : ℝ =>
      a ^ 2 * b * s * Real.exp (-a * √(b ^ 2 + s ^ 2 - 2 * b * s * m))) := by fun_prop
  -- the distance is positive inside the interval, also when b = s
  have key := intervalIntegral.integral_eq_sub_of_hasDerivAt_of_le
    (show (-1 : ℝ) ≤ 1 by norm_num) hF.continuousOn
    (fun m hm => hasDerivAt_primitive a (b := b) (s := s) (m := m) (by
      nlinarith [sq_nonneg (b - s), mul_pos (mul_pos hb hs) (sub_pos.2 hm.2)]))
    (hf.intervalIntegrable _ _)
  -- the extreme distances on the sphere
  have h1 : √(b ^ 2 + s ^ 2 - 2 * b * s * 1) = |b - s| := by
    rw [show b ^ 2 + s ^ 2 - 2 * b * s * 1 = (b - s) ^ 2 by ring, Real.sqrt_sq_eq_abs]
  have h2 : √(b ^ 2 + s ^ 2 - 2 * b * s * (-1)) = b + s := by
    rw [show b ^ 2 + s ^ 2 - 2 * b * s * (-1) = (b + s) ^ 2 by ring,
      Real.sqrt_sq (by positivity)]
  simp only [h1, h2] at key
  rw [intervalIntegral.integral_const_mul] at key
  simp only [sphericalAverage, brHole]
  rw [intervalIntegral.integral_const_mul, ← key]
  generalize (∫ m in (-1 : ℝ)..1, Real.exp (-a * √(b ^ 2 + s ^ 2 - 2 * b * s * m))) = J
  field_simp
  ring
```

In the proof, `key` is the fundamental theorem, and `h1` and `h2` are the endpoint distances.

Q: The absolute value hides two regimes. Can I see them separately?

A: First note that $r(m)$ is symmetric in $b$ and $s$, so the average of any radial function is too.

```lean
/-- The spherical average is unchanged when displacement and sphere radius are exchanged. -/
theorem sphericalAverage_comm (f : ℝ → ℝ) (b s : ℝ) :
    sphericalAverage f b s = sphericalAverage f s b := by
  have h : ∀ m : ℝ, b ^ 2 + s ^ 2 - 2 * b * s * m = s ^ 2 + b ^ 2 - 2 * s * b * m :=
    fun m => by ring
  simp only [sphericalAverage, h]
```

For $0<s\le b$, factor out $e^{-ab}$. The bracket becomes

$$e^{-ab}\big[(ab-as+1)e^{as}-(ab+as+1)e^{-as}\big]=2e^{-ab}\big[(ab+1)\sinh as-as\cosh as\big].$$

```lean
/-- For `0 < s ≤ b` the averaged hole is a combination of `sinh (a s)` and `cosh (a s)`. -/
theorem sphericalAverage_brHole_inner (a : ℝ) {b s : ℝ} (hs : 0 < s) (hsb : s ≤ b) :
    sphericalAverage (brHole a) b s = a * Real.exp (-a * b) / (8 * π * b * s) *
      ((a * b + 1) * Real.sinh (a * s) - a * s * Real.cosh (a * s)) := by
  rw [sphericalAverage_brHole a (hs.trans_le hsb) hs, abs_of_nonneg (sub_nonneg.2 hsb),
    Real.sinh_eq, Real.cosh_eq, show -a * (b - s) = -a * b + a * s by ring,
    show -a * (b + s) = -a * b + -(a * s) by ring, Real.exp_add, Real.exp_add]
  ring
```

Q: What if I ignore the condition $s\le b$?

A: Then the formula fails. With $a=b=1$ and $s=2$ its right side is

$$\frac{e^{-1}}{16\pi}\,(2\sinh2-2\cosh2)=-\frac{e^{-3}}{8\pi},$$

a negative value for the average of a positive function. For $s\ge b$ the correct expression comes from exchanging $b$ and $s$, and that is the whole proof of the next theorem.

```lean
/-- For `0 < b ≤ s` the averaged hole is `exp (-a s) / s` times a polynomial of degree at most one
in `s`, with coefficients fixed by `a` and `b`. -/
theorem sphericalAverage_brHole_outer (a : ℝ) {b s : ℝ} (hb : 0 < b) (hbs : b ≤ s) :
    sphericalAverage (brHole a) b s = a * Real.exp (-a * s) / (8 * π * s * b) *
      ((a * s + 1) * Real.sinh (a * b) - a * b * Real.cosh (a * b)) := by
  rw [sphericalAverage_comm, sphericalAverage_brHole_inner a hb hbs]
```

Q: The Becke–Roussel functional fits $a$ and $b$ to the hole close to the reference electron. Does the closed form give the right short-range behaviour?

A: Put $x=as$ and write $\sinh x=x+x^3/6+u$ and $\cosh x=1+x^2/2+v$. For $|x|\le1$ both remainders are at most $x^4$ in size. The proof applies Mathlib's bound for the exponential series at $x$ and $-x$, then takes half the difference and half the sum.

```lean
/-- For `|x| ≤ 1`, the cubic expansion of `sinh x` and the quadratic expansion of `cosh x`
are both accurate to within `x⁴`. -/
theorem sinh_cosh_expansion {x : ℝ} (hx : |x| ≤ 1) :
    |Real.sinh x - x - x ^ 3 / 6| ≤ x ^ 4 ∧ |Real.cosh x - 1 - x ^ 2 / 2| ≤ x ^ 4 := by
  have h1 := Real.exp_bound hx (n := 4) (by norm_num)
  have h2 := Real.exp_bound (x := -x) (by rwa [abs_neg]) (n := 4) (by norm_num)
  have h0 : 0 ≤ x ^ 4 := by positivity
  have h4 : |x| ^ 4 = x ^ 4 := by rw [← abs_pow, abs_of_nonneg h0]
  rw [h4, abs_le] at h1
  rw [abs_neg, h4, abs_le] at h2
  obtain ⟨h1l, h1u⟩ := h1
  obtain ⟨h2l, h2u⟩ := h2
  norm_num [Finset.sum_range_succ, Nat.factorial] at h1l h1u h2l h2u
  rw [Real.sinh_eq, Real.cosh_eq, abs_le, abs_le]
  refine ⟨⟨?_, ?_⟩, ⟨?_, ?_⟩⟩ <;> linarith
```

Now let $K=a\,e^{-ab}/(8\pi b)$. For $0<s\le b$ the average is

$$\frac Ks\Big[ab\,x+\frac{(ab-2)x^3}{6}+(ab+1)u-xv\Big].$$

Since $Ka^2b=h(b)$, the first term is $h(b)$ and the second is $h(b)\,(a^2-2a/b)\,s^2/6$. Subtract $h(b)$ and divide by $s^2$. The remainders then contribute at most $|K|a^4(|ab+1|+1)\,s$, which vanishes with $s$. So the limit is

$$\frac{h(b)}6\Big(a^2-\frac{2a}{b}\Big),$$

one sixth of the Laplacian of $h$ at the reference electron.

```lean
/-- Short-range curvature of the averaged hole: for `b > 0`, its deviation from `brHole a b`,
divided by `s²`, tends to `brHole a b * (a² - 2a/b) / 6` as `s` tends to zero from above. -/
theorem sphericalAverage_brHole_curvature (a : ℝ) {b : ℝ} (hb : 0 < b) :
    Tendsto (fun s => (sphericalAverage (brHole a) b s - brHole a b) / s ^ 2) (𝓝[>] 0)
      (𝓝 (brHole a b * (a ^ 2 - 2 * a / b) / 6)) := by
  obtain ⟨K, hK⟩ : ∃ K : ℝ, K = a * Real.exp (-a * b) / (8 * π * b) := ⟨_, rfl⟩
  have hlim : Tendsto (fun s : ℝ => |K| * (a ^ 4 * (|a * b + 1| + 1)) * s) (𝓝[>] 0) (𝓝 0) :=
    (Continuous.tendsto' (by fun_prop) 0 0 (by simp)).mono_left nhdsWithin_le_nhds
  have habs : Tendsto (fun s : ℝ => |a * s|) (𝓝[>] 0) (𝓝 0) :=
    (Continuous.tendsto' (by fun_prop) 0 0 (by simp)).mono_left nhdsWithin_le_nhds
  rw [tendsto_iff_norm_sub_tendsto_zero]
  refine squeeze_zero' (Eventually.of_forall fun s => norm_nonneg _) ?_ hlim
  filter_upwards [habs.eventually_lt_const one_pos, Ioo_mem_nhdsGT hb] with s hx hs
  obtain ⟨h0, h1⟩ := hs
  obtain ⟨hS, hC⟩ := sinh_cosh_expansion hx.le
  -- the error consists of the remainders of sinh and cosh only
  have key : (sphericalAverage (brHole a) b s - brHole a b) / s ^ 2
      - brHole a b * (a ^ 2 - 2 * a / b) / 6
      = K / s ^ 3 * ((a * b + 1) * (Real.sinh (a * s) - a * s - (a * s) ^ 3 / 6)
        - a * s * (Real.cosh (a * s) - 1 - (a * s) ^ 2 / 2)) := by
    rw [sphericalAverage_brHole_inner a h0 h1.le, hK]
    unfold brHole
    generalize Real.exp (-a * b) = E
    generalize Real.sinh (a * s) = S
    generalize Real.cosh (a * s) = C
    field_simp
    ring
  rw [key, Real.norm_eq_abs, abs_mul, abs_div, abs_of_pos (pow_pos h0 3)]
  generalize Real.sinh (a * s) - a * s - (a * s) ^ 3 / 6 = u at hS ⊢
  generalize Real.cosh (a * s) - 1 - (a * s) ^ 2 / 2 = v at hC ⊢
  have hB : |(a * b + 1) * u - a * s * v| ≤ (a * s) ^ 4 * (|a * b + 1| + 1) := by
    have ht := norm_sub_le ((a * b + 1) * u) (a * s * v)
    rw [norm_mul (a * b + 1) u, norm_mul (a * s) v] at ht
    simp only [Real.norm_eq_abs] at ht
    have hu := mul_le_mul_of_nonneg_left hS (abs_nonneg (a * b + 1))
    have hv := mul_le_mul hx.le hC (abs_nonneg v) zero_le_one
    linarith
  calc |K| / s ^ 3 * |(a * b + 1) * u - a * s * v|
      ≤ |K| / s ^ 3 * ((a * s) ^ 4 * (|a * b + 1| + 1)) :=
        mul_le_mul_of_nonneg_left hB (by positivity)
    _ = |K| * (a ^ 4 * (|a * b + 1| + 1)) * s := by
        rw [div_mul_eq_mul_div, div_eq_iff (pow_pos h0 3).ne']
        ring

end

end BeckeRousselAverage
```

Here the proof's `key` isolates the remainders, `hB` bounds them, and `squeeze_zero'` takes the limit. The notation `𝓝[>] 0` means that $s$ approaches zero through positive values.

Q: Why insist on $b>0$ there?

A: At $b=0$ the reference electron sits on the cusp. The average is then simply $h(s)$, which to leading order at small $s$ falls off linearly when $a>0$, so no finite curvature exists.

Q: So is this the Becke–Roussel functional?

A: It is its model hole, for one exponential with $a$ and $b$ given. In the basic form of the functional, $a$ and $b$ are fixed at each point in space by matching $h(b)$ to the spin density and the $s^2$ coefficient to that of the exact exchange hole. The file treats neither that fit nor the resulting exchange energy.

```lean
#print axioms BeckeRousselAverage.sphericalAverage_brHole
#print axioms BeckeRousselAverage.sphericalAverage_brHole_outer
#print axioms BeckeRousselAverage.sphericalAverage_brHole_curvature
```

```
'BeckeRousselAverage.sphericalAverage_brHole' depends on axioms: [propext, Classical.choice, Quot.sound]
'BeckeRousselAverage.sphericalAverage_brHole_outer' depends on axioms: [propext, Classical.choice, Quot.sound]
'BeckeRousselAverage.sphericalAverage_brHole_curvature' depends on axioms: [propext, Classical.choice, Quot.sound]
```
